# An $xyz$ term of opposite sign on the two sites gives diamond a 222 reflection but no 200

## Two lopsided clouds on a line

Put two atoms on a line and look at a wave number $q$ for which they scatter with relative phase $-1$. Let $x$ be the displacement of an atom from its site, and let its thermal cloud be a normalised Gaussian $g(x)$ of variance $s^2$. Equal Gaussians cancel, and there is no reflection.

Now weight one cloud by $1+bx$ and the other by its mirror image $1-bx$, with $b$ a real constant. Their scattering factors are $(1\pm i b s^2 q)\,e^{-s^2q^2/2}$, and the difference is

$$2i\,b\,s^2 q\,e^{-s^2q^2/2}.$$

The even parts still cancel, while the odd parts add. Diamond does the same in three dimensions, with $xyz$ in place of $x$.

## Tetrahedral sites in diamond

Each atom in diamond has four neighbours at the corners of a tetrahedron. With axes along the cube edges, this symmetry rules out a term linear in the displacement $(x,y,z)$; the lowest odd polynomial it allows is $xyz$. The cloud is therefore modelled as

$$\rho_c(x,y,z)=g(x)g(y)g(z)\,(1+c\,xyz).$$

The constant $c$ stands for cubic anharmonicity. For a classical atom in the potential $\tfrac12\kappa(x^2+y^2+z^2)+\gamma\,xyz$ at temperature $T$, expanding the Boltzmann weight to first order in $\gamma$ gives $c=-\gamma/k_BT$ and $s^2=k_BT/\kappa$. Here $c$ is a free parameter. For $c\neq0$ the density is negative far out, where $c\,xyz<-1$, as happens with a truncated expansion.

The two basis atoms are related by inversion through the midpoint of their bond, so the second carries $-c$.

For identical, spherically symmetric atoms, giving both sites the same isotropic harmonic Debye-Waller factor makes 222 vanish. In the present model, where the atoms are point scatterers, the $xyz$ term restores it.

## What the Lean definitions and theorems say

A point of space is a triple in `ℝ × ℝ × ℝ`, with coordinates `r.1`, `r.2.1` and `r.2.2`. The function `density` is $\rho_c$, and `siteFactor` is its integral against $e^{+i\mathbf Q\cdot\mathbf r}$, with each atom's scattering strength set to one. The scattering vector `bragg a h k l` is $\mathbf Q=(2\pi/a)(h,k,l)$, with integer indices and cubic lattice constant $a$. The function `diamondFactor` adds a site with $c$ at the origin and one with $-c$ at $(a/4)(1,1,1)$, whose phase is computed from that position.

For $s>0$ and every real $c$ and $\mathbf Q$, `siteFactor_eq` states

$$f_c(\mathbf Q)=(1-i\,c\,s^6Q_xQ_yQ_z)\,W,\qquad W=e^{-s^2|\mathbf Q|^2/2}.$$

If also $a\neq0$ and $h+k+l$ leaves remainder 2 on division by 4, `diamondFactor_eq` states

$$F=-2i\,c\,s^6Q_xQ_yQ_z\,W.$$

Under the same conditions, `diamondFactor_ne_zero_iff` says that $F\neq0$ exactly when $c,h,k,l$ are all nonzero. The last theorem, `allowed_222_absent_200`, applies this to the two reflections for $c\neq0$.

$F$ belongs to the two-atom basis, not to the full cubic cell. The indices 123 meet the condition and give $F\neq0$ for $c\neq0$, yet the face-centred lattice extinguishes them because they mix odd and even. The model also leaves out the bonding charge, which is the main source of diamond's 222 reflection in X-ray scattering at room temperature.

A mistake that compiles without complaint is to write $|\mathbf Q|^2$ as `‖Q‖ ^ 2`. On `ℝ × ℝ × ℝ` that norm is the largest absolute coordinate, and for 222 the exponent would come out three times too small. The definition `debyeWaller` therefore spells out the sum of squares.

## From one axis to the structure factor

Start with $g(x)=e^{-x^2/2s^2}/\sqrt{2\pi s^2}$ and its transform $G(q)=\int g(x)e^{iqx}\,dx$. Completing the square gives

$$-\frac{x^2}{2s^2}+iqx=-\frac{(x-is^2q)^2}{2s^2}-\frac{s^2q^2}{2}.$$

Shifting the contour back to the real axis leaves the integral $\sqrt{2\pi s^2}$, which the normalisation cancels. Hence $G(q)=e^{-s^2q^2/2}$.

For the first moment $M(q)=\int x\,g(x)e^{iqx}\,dx$, use $g'(x)=-x\,g(x)/s^2$:

$$\frac{d}{dx}\left[s^2g(x)e^{iqx}\right]=is^2q\,g(x)e^{iqx}-x\,g(x)e^{iqx}.$$

The bracket vanishes at both ends, so the right-hand side integrates to zero and $M(q)=is^2q\,G(q)$.

In three dimensions the plane wave is a product over the axes, and both terms of the density factorise:

$$f_c=G(Q_x)G(Q_y)G(Q_z)+c\,M(Q_x)M(Q_y)M(Q_z).$$

The first product is $W$. The second is $i^3s^6Q_xQ_yQ_z\,W$, and $i^3=-i$ gives the stated $f_c$.

The phase of the second site is

$$\mathbf Q\cdot\tfrac a4(1,1,1)=\tfrac{\pi}{2}(h+k+l).$$

With $h+k+l=4n+2$ for an integer $n$, this is $\pi+2\pi n$, and the phase factor is $-1$. Therefore

$$F=f_c-f_{-c}=-2i\,c\,s^6Q_xQ_yQ_z\,W.$$

Since $Q_xQ_yQ_z=(2\pi/a)^3hkl$ and $W>0$, $F$ vanishes only if $c$ or one of the indices is zero. For 222,

$$F=-128\,i\,\pi^3\,\frac{c\,s^6}{a^3}\,e^{-24\pi^2s^2/a^2},$$

while for 200 two indices are zero and $F=0$.

## The Lean file

```lean
import Mathlib

open Complex MeasureTheory

namespace DiamondForbiddenReflections

noncomputable section

/-- The normalised Gaussian of variance `s²` on one axis, for `s ≠ 0`. -/
def gauss (s x : ℝ) : ℝ :=
  Real.exp (-(1 / (2 * s ^ 2)) * x ^ 2) / Real.sqrt (2 * Real.pi * s ^ 2)

/-- The isotropic Gaussian cloud of an atom weighted by `1 + c x y z`, for `s ≠ 0`. -/
def density (s c : ℝ) (r : ℝ × ℝ × ℝ) : ℝ :=
  gauss s r.1 * gauss s r.2.1 * gauss s r.2.2 * (1 + c * (r.1 * r.2.1 * r.2.2))

/-- The scattering factor of one site: the integral of `density` times `exp (i Q·r)`,
for `s ≠ 0`. -/
def siteFactor (s c : ℝ) (Q : ℝ × ℝ × ℝ) : ℂ :=
  ∫ r : ℝ × ℝ × ℝ, (density s c r : ℂ) *
    Complex.exp (I * ((Q.1 * r.1 + Q.2.1 * r.2.1 + Q.2.2 * r.2.2 : ℝ) : ℂ))

/-- The harmonic Debye-Waller factor `exp (-s² |Q|² / 2)`. -/
def debyeWaller (s : ℝ) (Q : ℝ × ℝ × ℝ) : ℝ :=
  Real.exp (-(s ^ 2 * (Q.1 ^ 2 + Q.2.1 ^ 2 + Q.2.2 ^ 2) / 2))

/-- The scattering vector `(2π/a)(h, k, l)` of a cubic crystal with lattice constant `a ≠ 0`. -/
def bragg (a : ℝ) (h k l : ℤ) : ℝ × ℝ × ℝ :=
  (2 * Real.pi / a * h, 2 * Real.pi / a * k, 2 * Real.pi / a * l)

/-- The structure factor of the two-atom diamond basis: a site with parameter `c` at the origin
and one with `-c` at `(a/4)(1, 1, 1)`, for `s ≠ 0`. -/
def diamondFactor (s c a : ℝ) (Q : ℝ × ℝ × ℝ) : ℂ :=
  siteFactor s c Q +
    Complex.exp (I * ((a / 4 * (Q.1 + Q.2.1 + Q.2.2) : ℝ) : ℂ)) * siteFactor s (-c) Q

/-- Reversing the sign of `c` is the same as inverting the atomic cloud through its site. -/
theorem density_neg (s c : ℝ) (r : ℝ × ℝ × ℝ) : density s (-c) r = density s c (-r) := by
  simp only [density, gauss, Prod.fst_neg, Prod.snd_neg, neg_sq]
  ring

/-- A continuous integrable profile stays integrable when multiplied by a plane wave. -/
theorem integrable_planeWave {f : ℝ → ℝ} (hc : Continuous f) (hf : Integrable f) (q : ℝ) :
    Integrable (fun x : ℝ => (f x : ℂ) * Complex.exp (I * q * x)) := by
  refine hf.mono (Continuous.aestronglyMeasurable (by fun_prop))
    (Filter.Eventually.of_forall fun x => ?_)
  rw [norm_mul, show I * (q : ℂ) * x = ((q * x : ℝ) : ℂ) * I by push_cast; ring,
    Complex.norm_exp_ofReal_mul_I, mul_one, Complex.norm_real]

/-- For `s > 0`, the Gaussian and its product with the displacement are both integrable
against a plane wave. -/
theorem integrable_gauss {s : ℝ} (hs : 0 < s) (q : ℝ) :
    Integrable (fun x : ℝ => (gauss s x : ℂ) * Complex.exp (I * q * x)) ∧
    Integrable (fun x : ℝ => ((x * gauss s x : ℝ) : ℂ) * Complex.exp (I * q * x)) := by
  have hb : 0 < 1 / (2 * s ^ 2) := by positivity
  have hc : Continuous (fun x => gauss s x) := by unfold gauss; fun_prop
  have h0 : Integrable (fun x => gauss s x) := (integrable_exp_neg_mul_sq hb).div_const _
  have h1 : Integrable (fun x => x * gauss s x) := by
    simpa only [gauss, mul_div_assoc] using
      (integrable_mul_exp_neg_mul_sq hb).div_const (Real.sqrt (2 * Real.pi * s ^ 2))
  exact ⟨integrable_planeWave hc h0 q, integrable_planeWave (continuous_id.mul hc) h1 q⟩

/-- For `s > 0`, the Fourier transform of the one-dimensional Gaussian is `exp (-s² q² / 2)`. -/
theorem gauss_fourier {s : ℝ} (hs : 0 < s) (q : ℝ) :
    ∫ x : ℝ, (gauss s x : ℂ) * Complex.exp (I * q * x)
      = Complex.exp (-((s : ℂ) ^ 2 * q ^ 2 / 2)) := by
  have hs' : (s : ℂ) ≠ 0 := by exact_mod_cast hs.ne'
  have hn : ((Real.sqrt (2 * Real.pi * s ^ 2) : ℝ) : ℂ) ≠ 0 :=
    Complex.ofReal_ne_zero.mpr (Real.sqrt_pos.mpr (by positivity)).ne'
  have h := fourierIntegral_gaussian (b := ((1 / (2 * s ^ 2) : ℝ) : ℂ))
    (by rw [Complex.ofReal_re]; positivity) (q : ℂ)
  have e : ∀ x : ℝ, (gauss s x : ℂ) * Complex.exp (I * q * x)
      = ((Real.sqrt (2 * Real.pi * s ^ 2) : ℝ) : ℂ)⁻¹ *
        (Complex.exp (I * q * x) * Complex.exp (-((1 / (2 * s ^ 2) : ℝ) : ℂ) * x ^ 2)) := by
    intro x
    unfold gauss
    push_cast
    ring
  -- the Gaussian integral is the normalisation constant
  have hroot : ((Real.pi : ℂ) / ((1 / (2 * s ^ 2) : ℝ) : ℂ)) ^ (1 / 2 : ℂ)
      = ((Real.sqrt (2 * Real.pi * s ^ 2) : ℝ) : ℂ) := by
    rw [Real.sqrt_eq_rpow, Complex.ofReal_cpow (by positivity),
      show (Real.pi : ℂ) / ((1 / (2 * s ^ 2) : ℝ) : ℂ) = ((2 * Real.pi * s ^ 2 : ℝ) : ℂ) by
        push_cast; field_simp,
      show ((1 / 2 : ℝ) : ℂ) = 1 / 2 by norm_num]
  have hexp : -(q : ℂ) ^ 2 / (4 * ((1 / (2 * s ^ 2) : ℝ) : ℂ)) = -((s : ℂ) ^ 2 * q ^ 2 / 2) := by
    push_cast
    field_simp
    ring
  simp_rw [e]
  rw [integral_const_mul, h, hroot, hexp, inv_mul_cancel_left₀ hn]

/-- For `s > 0`, weighting the Gaussian by the displacement multiplies its Fourier transform
by `i s² q`. -/
theorem gauss_moment_fourier {s : ℝ} (hs : 0 < s) (q : ℝ) :
    ∫ x : ℝ, ((x * gauss s x : ℝ) : ℂ) * Complex.exp (I * q * x)
      = I * s ^ 2 * q * Complex.exp (-((s : ℂ) ^ 2 * q ^ 2 / 2)) := by
  have hs' : (s : ℂ) ≠ 0 := by exact_mod_cast hs.ne'
  have hss : (s : ℂ) ^ 2 * ((s : ℂ) ^ 2)⁻¹ = 1 := mul_inv_cancel₀ (pow_ne_zero 2 hs')
  obtain ⟨i0, i1⟩ := integrable_gauss hs q
  have hd : ∀ x : ℝ, HasDerivAt
      (fun y : ℝ => (s : ℂ) ^ 2 * ((gauss s y : ℂ) * Complex.exp (I * q * y)))
      ((s : ℂ) ^ 2 * I * q * ((gauss s x : ℂ) * Complex.exp (I * q * x))
        - ((x * gauss s x : ℝ) : ℂ) * Complex.exp (I * q * x)) x := by
    intro x
    have hx : HasDerivAt (fun y : ℝ => y ^ 2) (2 * x) x := by simpa using hasDerivAt_pow 2 x
    have hg : HasDerivAt (fun y => gauss s y) (-(x / s ^ 2) * gauss s x) x := by
      unfold gauss
      exact ((hx.const_mul (-(1 / (2 * s ^ 2)))).exp.div_const _).congr_deriv (by ring)
    have he : HasDerivAt (fun y : ℝ => Complex.exp (I * q * y))
        (Complex.exp (I * q * x) * (I * q)) x := by
      simpa using ((hasDerivAt_id x).ofReal_comp.const_mul (I * (q : ℂ))).cexp
    refine ((hg.ofReal_comp.fun_mul he).const_mul ((s : ℂ) ^ 2)).congr_deriv ?_
    push_cast
    linear_combination (-(x : ℂ) * gauss s x * Complex.exp (I * q * x)) * hss
  -- the integral of a total derivative vanishes
  have hz := integral_eq_zero_of_hasDerivAt_of_integrable hd
    ((i0.const_mul _).sub i1) (i0.const_mul _)
  rw [integral_sub (i0.const_mul _) i1, integral_const_mul, gauss_fourier hs] at hz
  linear_combination -hz

/-- For `s > 0`, the scattering factor of the weighted Gaussian cloud is
`(1 - i c s⁶ Qx Qy Qz) exp (-s² |Q|² / 2)`. -/
theorem siteFactor_eq {s : ℝ} (hs : 0 < s) (c : ℝ) (Q : ℝ × ℝ × ℝ) :
    siteFactor s c Q
      = (1 - I * c * s ^ 6 * (Q.1 * Q.2.1 * Q.2.2)) * debyeWaller s Q := by
  let A : ℝ → ℝ → ℂ := fun q x => (gauss s x : ℂ) * Complex.exp (I * q * x)
  let B : ℝ → ℝ → ℂ := fun q x => ((x * gauss s x : ℝ) : ℂ) * Complex.exp (I * q * x)
  have prod3 : ∀ f g h : ℝ → ℂ, ∫ r : ℝ × ℝ × ℝ, f r.1 * (g r.2.1 * h r.2.2)
      = (∫ x, f x) * ((∫ x, g x) * ∫ x, h x) := fun f g h =>
    (integral_prod_mul (μ := volume) (ν := volume) f (fun p : ℝ × ℝ => g p.1 * h p.2)).trans
      (congrArg _ (integral_prod_mul (μ := volume) (ν := volume) g h))
  have jA : ∀ q : ℝ, ∫ x, A q x = Complex.exp (-((s : ℂ) ^ 2 * q ^ 2 / 2)) := gauss_fourier hs
  have jB : ∀ q : ℝ, ∫ x, B q x = I * s ^ 2 * q * Complex.exp (-((s : ℂ) ^ 2 * q ^ 2 / 2)) :=
    gauss_moment_fourier hs
  have iA : Integrable (fun r : ℝ × ℝ × ℝ => A Q.1 r.1 * (A Q.2.1 r.2.1 * A Q.2.2 r.2.2)) :=
    (integrable_gauss hs Q.1).1.mul_prod
      ((integrable_gauss hs Q.2.1).1.mul_prod (integrable_gauss hs Q.2.2).1)
  have iB : Integrable (fun r : ℝ × ℝ × ℝ => B Q.1 r.1 * (B Q.2.1 r.2.1 * B Q.2.2 r.2.2)) :=
    (integrable_gauss hs Q.1).2.mul_prod
      ((integrable_gauss hs Q.2.1).2.mul_prod (integrable_gauss hs Q.2.2).2)
  -- harmonic and anharmonic parts both factorise over the axes
  have key : ∀ r : ℝ × ℝ × ℝ, (density s c r : ℂ) *
      Complex.exp (I * ((Q.1 * r.1 + Q.2.1 * r.2.1 + Q.2.2 * r.2.2 : ℝ) : ℂ))
      = A Q.1 r.1 * (A Q.2.1 r.2.1 * A Q.2.2 r.2.2)
        + (c : ℂ) * (B Q.1 r.1 * (B Q.2.1 r.2.1 * B Q.2.2 r.2.2)) := by
    intro r
    rw [show I * ((Q.1 * r.1 + Q.2.1 * r.2.1 + Q.2.2 * r.2.2 : ℝ) : ℂ)
      = I * Q.1 * r.1 + I * Q.2.1 * r.2.1 + I * Q.2.2 * r.2.2 by push_cast; ring,
      Complex.exp_add, Complex.exp_add]
    simp only [A, B, density]
    push_cast
    ring
  have hD : (debyeWaller s Q : ℂ) = Complex.exp (-((s : ℂ) ^ 2 * Q.1 ^ 2 / 2)) *
      Complex.exp (-((s : ℂ) ^ 2 * Q.2.1 ^ 2 / 2)) *
      Complex.exp (-((s : ℂ) ^ 2 * Q.2.2 ^ 2 / 2)) := by
    rw [debyeWaller, Complex.ofReal_exp, ← Complex.exp_add, ← Complex.exp_add]
    congr 1
    push_cast
    ring
  unfold siteFactor
  simp_rw [key]
  rw [integral_add iA (iB.const_mul _), integral_const_mul,
    prod3 (A Q.1) (A Q.2.1) (A Q.2.2), prod3 (B Q.1) (B Q.2.1) (B Q.2.2)]
  simp only [jA, jB]
  rw [← sub_eq_zero, hD]
  linear_combination ((c : ℂ) * s ^ 6 * Q.1 * Q.2.1 * Q.2.2 * I *
    Complex.exp (-((s : ℂ) ^ 2 * Q.1 ^ 2 / 2)) * Complex.exp (-((s : ℂ) ^ 2 * Q.2.1 ^ 2 / 2)) *
    Complex.exp (-((s : ℂ) ^ 2 * Q.2.2 ^ 2 / 2))) * Complex.I_sq

/-- For `a ≠ 0` and `h + k + l = 2 mod 4`, the second diamond site scatters with relative
phase `-1`. -/
theorem phase_eq_neg_one {a : ℝ} (ha : a ≠ 0) {h k l : ℤ} (hkl : (h + k + l) % 4 = 2) :
    Complex.exp (I * ((a / 4 * ((bragg a h k l).1 + (bragg a h k l).2.1
      + (bragg a h k l).2.2) : ℝ) : ℂ)) = -1 := by
  obtain ⟨n, hn⟩ : ∃ n : ℤ, h + k + l = 4 * n + 2 := ⟨(h + k + l) / 4, by omega⟩
  have hr : (h : ℝ) + k + l = 4 * n + 2 := by exact_mod_cast hn
  have e : a / 4 * ((bragg a h k l).1 + (bragg a h k l).2.1 + (bragg a h k l).2.2)
      = Real.pi + n * (2 * Real.pi) := by
    calc _ = (a * a⁻¹) * (Real.pi / 2) * ((h : ℝ) + k + l) := by simp only [bragg]; ring
      _ = _ := by rw [mul_inv_cancel₀ ha, hr]; ring
  rw [e, show I * ((Real.pi + n * (2 * Real.pi) : ℝ) : ℂ)
    = Real.pi * I + n * (2 * Real.pi * I) by push_cast; ring,
    Complex.exp_add, Complex.exp_pi_mul_I, Complex.exp_int_mul_two_pi_mul_I, mul_one]

/-- For `s > 0`, `a ≠ 0` and `h + k + l = 2 mod 4`, the structure factor of the diamond basis is
`-2 i c s⁶ Qx Qy Qz exp (-s² |Q|² / 2)`. -/
theorem diamondFactor_eq {s a : ℝ} (hs : 0 < s) (ha : a ≠ 0) (c : ℝ) {h k l : ℤ}
    (hkl : (h + k + l) % 4 = 2) :
    diamondFactor s c a (bragg a h k l)
      = -2 * I * c * s ^ 6 * ((bragg a h k l).1 * (bragg a h k l).2.1 * (bragg a h k l).2.2)
        * debyeWaller s (bragg a h k l) := by
  rw [diamondFactor, phase_eq_neg_one ha hkl, siteFactor_eq hs, siteFactor_eq hs]
  push_cast
  ring

/-- For `s > 0`, `a ≠ 0` and `h + k + l = 2 mod 4`, the structure factor is nonzero exactly when
`c` and all three indices are nonzero. -/
theorem diamondFactor_ne_zero_iff {s a : ℝ} (hs : 0 < s) (ha : a ≠ 0) (c : ℝ) {h k l : ℤ}
    (hkl : (h + k + l) % 4 = 2) :
    diamondFactor s c a (bragg a h k l) ≠ 0 ↔ c ≠ 0 ∧ h ≠ 0 ∧ k ≠ 0 ∧ l ≠ 0 := by
  rw [diamondFactor_eq hs ha c hkl]
  simp [bragg, debyeWaller, hs.ne', ha, Real.pi_ne_zero, and_assoc]

/-- For `s > 0`, `a ≠ 0` and `c ≠ 0`, the 222 structure factor is nonzero and the 200 structure
factor vanishes. -/
theorem allowed_222_absent_200 {s a c : ℝ} (hs : 0 < s) (ha : a ≠ 0) (hc : c ≠ 0) :
    diamondFactor s c a (bragg a 2 2 2) ≠ 0 ∧ diamondFactor s c a (bragg a 2 0 0) = 0 := by
  constructor
  · exact (diamondFactor_ne_zero_iff hs ha c (by norm_num)).2
      ⟨hc, by norm_num, by norm_num, by norm_num⟩
  · by_contra h0
    exact ((diamondFactor_ne_zero_iff hs ha c (by norm_num)).1 h0).2.2.1 rfl

end

end DiamondForbiddenReflections
```

```lean
#print axioms DiamondForbiddenReflections.density_neg
-- 'DiamondForbiddenReflections.density_neg' depends on axioms: [propext, Classical.choice, Quot.sound]
#print axioms DiamondForbiddenReflections.diamondFactor_eq
-- 'DiamondForbiddenReflections.diamondFactor_eq' depends on axioms: [propext, Classical.choice, Quot.sound]
#print axioms DiamondForbiddenReflections.allowed_222_absent_200
-- 'DiamondForbiddenReflections.allowed_222_absent_200' depends on axioms: [propext, Classical.choice, Quot.sound]
```

## Integrals, phase and cancellation in the proof

The lemma `density_neg` confirms that changing the sign of $c$ inverts the cloud, which justifies the $-c$ in `diamondFactor`. The later proofs do not call it.

**Integrability.** `integrable_planeWave` uses $|e^{iqx}|=1$: a plane wave does not change the size of the integrand. `integrable_gauss` applies this to $g$ and $xg$. These facts are needed to split integrals of sums and to discard the total derivative.

**One axis.** `gauss_fourier` takes the completed square and the contour shift from Mathlib's `fourierIntegral_gaussian`. The step `hroot` identifies the resulting prefactor with $\sqrt{2\pi s^2}$, and `hexp` puts the exponent into the form $-s^2q^2/2$. In `gauss_moment_fourier`, `hd` is the derivative displayed above and `hz` says that its integral is zero. The closing `linear_combination` solves for the moment.

**Three axes.** In `siteFactor_eq`, `A` and `B` are the integrands of $G$ and $M$. The step `key` splits the full integrand into a product of three `A` factors plus $c$ times a product of three `B` factors, and `prod3` turns each triple integral into a product of single ones. The step `hD` factorises $W$, and the final `linear_combination` uses `Complex.I_sq`, that is $i^2=-1$, to reduce $i^3$ to $-i$.

**The two sites.** `phase_eq_neg_one` obtains $n$ with `omega`, rewrites the phase as $\pi+2\pi n$ and evaluates the exponential. `diamondFactor_eq` inserts this phase and both site factors, and `ring` carries out the cancellation. For `diamondFactor_ne_zero_iff`, `simp` reads off which factors of the product can vanish. The last theorem uses that equivalence in both directions: from right to left for 222, where $c$ and all three indices are nonzero, and from left to right for 200, where a nonzero $F$ would contradict $k=0$.
